# Trigonal minima of the linear T ⊗ t₂ Jahn–Teller model: energy −2g²/(3k), reached at exactly four distortions

Should the energy in the T ⊗ t₂ Jahn–Teller problem be the lowest eigenvalue of the vibronic matrix at each distortion, or its expectation value, minimised over distortion and electronic state together? I know the result: with force constant k > 0 and linear coupling g > 0, the lowest energy is −2g²/(3k), and it occurs only at the four trigonal points |x| = |y| = |z| = 2g/(3k) with xyz < 0. What I would like is a complete proof, checked by machine, that no other distortion does as well. Which version should I state, and how does the proof go?

## Minimising over distortion and electronic state together

Take the expectation value. At a fixed distortion, the lowest eigenvalue of a real symmetric matrix is the minimum of its quadratic form over real unit vectors, so both versions describe the same wells. The expectation value, however, is a polynomial, and completing squares settles the whole question without solving a cubic.

Let (x, y, z) be the distortion along the three t₂ coordinates, and let u = (u₀, u₁, u₂) be the real amplitudes of the three electronic states, with u₀² + u₁² + u₂² = 1. The Hamiltonian is

H = (k/2)(x² + y² + z²) 1 + g [[0, z, y], [z, 0, x], [y, x, 0]]

and its expectation value is

W = (k/2)(x² + y² + z²) + 2g(x u₁u₂ + y u₀u₂ + z u₀u₁).

Completing the square in each coordinate gives

W = (k/2)[(x + (2g/k)u₁u₂)² + (y + (2g/k)u₀u₂)² + (z + (2g/k)u₀u₁)²] − (2g²/k) S,

S = u₁²u₂² + u₀²u₂² + u₀²u₁².

Now let D be the sum of the squared population differences:

D = (u₀² − u₁²)² + (u₁² − u₂²)² + (u₂² − u₀²)².

Expanding gives D = 2(u₀⁴ + u₁⁴ + u₂⁴) − 2S. Squaring the normalisation condition gives u₀⁴ + u₁⁴ + u₂⁴ = 1 − 2S. Hence D = 2 − 6S, so S = 1/3 − D/6, and

W + 2g²/(3k) = (k/2)[the three squares above] + (g²/(3k)) D.

The right-hand side is never negative, which proves the bound. It vanishes exactly when all populations equal 1/3 and

x = −(2g/k)u₁u₂, y = −(2g/k)u₀u₂, z = −(2g/k)u₀u₁.

Each product of two amplitudes then has magnitude 1/3, so |x| = |y| = |z| = 2g/(3k). Multiplying the three equations gives

xyz = −(2g/k)³ u₀²u₁²u₂² = −(2g/k)³/27 < 0.

Conversely, put q = 2g/(3k) and suppose |x| = |y| = |z| = q with xyz < 0. The possible points are

(−q, −q, −q), (−q, q, q), (q, −q, q), (q, q, −q).

At each of them yz = −qx, xz = −qy and xy = −qz. Choose the normalised state u = (x, y, z)/(√3 q). Its populations are 1/3, and

−(2g/k)u₁u₂ = −3q · yz/(3q²) = −yz/q = x.

The other two coordinates work the same way, so the minimum is reached.

The full spectrum at a well follows from the secular determinant. With r² = x² + y² + z² and λ = E − kr²/2,

det(E·1 − H) = λ³ − g²r²λ − 2g³xyz.

At a well r² = 3q² and xyz = −q³, so this becomes (λ + 2gq)(λ − gq)². Since kr²/2 = gq = 2g²/(3k), the levels are −2g²/(3k), once, and 4g²/(3k), twice.

Here is the complete Lean file.

```lean
import Mathlib

open Matrix

namespace JahnTellerTt2

noncomputable section

/-- The T ⊗ t₂ vibronic Hamiltonian at the distortion `(x, y, z)`: elastic energy with force
constant `k` plus linear coupling of strength `g` between the three electronic states. -/
def hamiltonian (k g x y z : ℝ) : Matrix (Fin 3) (Fin 3) ℝ :=
  (k / 2 * (x ^ 2 + y ^ 2 + z ^ 2)) • (1 : Matrix (Fin 3) (Fin 3) ℝ)
    + g • !![0, z, y; z, 0, x; y, x, 0]

/-- The quadratic form of the vibronic Hamiltonian in the real electronic state `u`. -/
def energy (k g x y z : ℝ) (u : Fin 3 → ℝ) : ℝ :=
  u ⬝ᵥ (hamiltonian k g x y z *ᵥ u)

/-- A trigonal point of size `q`: the three coordinates have the same magnitude `q`, and their
product is negative. -/
def IsTrigonal (q x y z : ℝ) : Prop :=
  |x| = q ∧ |y| = q ∧ |z| = q ∧ x * y * z < 0

/-- The energy written out in the electronic amplitudes: each coordinate couples one pair of
electronic states. -/
theorem energy_eq (k g x y z : ℝ) (u : Fin 3 → ℝ) :
    energy k g x y z u = k / 2 * (x ^ 2 + y ^ 2 + z ^ 2) * (u 0 ^ 2 + u 1 ^ 2 + u 2 ^ 2)
      + 2 * g * (x * (u 1 * u 2) + y * (u 0 * u 2) + z * (u 0 * u 1)) := by
  simp [energy, hamiltonian, Matrix.mulVec, dotProduct, Fin.sum_univ_three, Matrix.one_apply]
  ring

/-- For `k ≠ 0` and a normalised electronic state, the energy measured from `-2g²/(3k)` is a
combination of squares of displacements and of population differences. -/
theorem energy_complete_square {k : ℝ} (hk : k ≠ 0) (g x y z : ℝ) {u : Fin 3 → ℝ}
    (hu : u ⬝ᵥ u = 1) :
    energy k g x y z u + 2 * g ^ 2 / (3 * k) =
      k / 2 * ((x + 2 * g / k * (u 1 * u 2)) ^ 2 + (y + 2 * g / k * (u 0 * u 2)) ^ 2
        + (z + 2 * g / k * (u 0 * u 1)) ^ 2)
      + g ^ 2 / (3 * k) * ((u 0 ^ 2 - u 1 ^ 2) ^ 2 + (u 1 ^ 2 - u 2 ^ 2) ^ 2
        + (u 2 ^ 2 - u 0 ^ 2) ^ 2) := by
  have hn : u 0 ^ 2 + u 1 ^ 2 + u 2 ^ 2 = 1 := by
    simp only [dotProduct, Fin.sum_univ_three] at hu
    linear_combination hu
  -- measure the coupling in units of the force constant
  obtain ⟨c, rfl⟩ : ∃ c, g = k * c := ⟨g / k, by field_simp⟩
  have e1 : 2 * (k * c) ^ 2 / (3 * k) = 2 * k * c ^ 2 / 3 := by field_simp
  have e2 : (k * c) ^ 2 / (3 * k) = k * c ^ 2 / 3 := by field_simp
  have e3 : 2 * (k * c) / k = 2 * c := by field_simp
  rw [energy_eq, e1, e2, e3]
  linear_combination (k / 2 * (x ^ 2 + y ^ 2 + z ^ 2)
    - 2 * k * c ^ 2 / 3 * (u 0 ^ 2 + u 1 ^ 2 + u 2 ^ 2 + 1)) * hn

/-- A sum of three real squares vanishes only if each term does. -/
theorem eq_zero_of_sum_sq {a b c : ℝ} (h : a ^ 2 + b ^ 2 + c ^ 2 = 0) :
    a = 0 ∧ b = 0 ∧ c = 0 := by
  refine ⟨?_, ?_, ?_⟩ <;>
    exact (pow_eq_zero_iff (n := 2) (by norm_num)).mp
      (by linarith [sq_nonneg a, sq_nonneg b, sq_nonneg c])

/-- For `k, g > 0`, a normalised state has energy `-2g²/(3k)` exactly when its three populations
are `1/3` and each coordinate is `-2g/k` times the product of the two amplitudes it couples. -/
theorem energy_eq_min_iff {k g x y z : ℝ} (hk : 0 < k) (hg : 0 < g) {u : Fin 3 → ℝ}
    (hu : u ⬝ᵥ u = 1) :
    energy k g x y z u = -(2 * g ^ 2 / (3 * k)) ↔
      u 0 ^ 2 = 1 / 3 ∧ u 1 ^ 2 = 1 / 3 ∧ u 2 ^ 2 = 1 / 3 ∧
      x = -(2 * g / k * (u 1 * u 2)) ∧ y = -(2 * g / k * (u 0 * u 2)) ∧
      z = -(2 * g / k * (u 0 * u 1)) := by
  have hid := energy_complete_square hk.ne' g x y z hu
  constructor
  · intro h
    rw [h, neg_add_cancel] at hid
    have hA : 0 < k / 2 := by positivity
    have hB : 0 < g ^ 2 / (3 * k) := by positivity
    -- both groups of squares must vanish
    have p1 : 0 ≤ k / 2 * ((x + 2 * g / k * (u 1 * u 2)) ^ 2
        + (y + 2 * g / k * (u 0 * u 2)) ^ 2 + (z + 2 * g / k * (u 0 * u 1)) ^ 2) :=
      mul_nonneg hA.le (by positivity)
    have p2 : 0 ≤ g ^ 2 / (3 * k) * ((u 0 ^ 2 - u 1 ^ 2) ^ 2 + (u 1 ^ 2 - u 2 ^ 2) ^ 2
        + (u 2 ^ 2 - u 0 ^ 2) ^ 2) := mul_nonneg hB.le (by positivity)
    obtain ⟨s1, s2, s3⟩ := eq_zero_of_sum_sq
      ((mul_eq_zero.mp (le_antisymm (by linarith) p1)).resolve_left hA.ne')
    obtain ⟨d1, d2, _⟩ := eq_zero_of_sum_sq
      ((mul_eq_zero.mp (le_antisymm (by linarith) p2)).resolve_left hB.ne')
    simp only [dotProduct, Fin.sum_univ_three] at hu
    have hn : u 0 ^ 2 + u 1 ^ 2 + u 2 ^ 2 = 1 := by linear_combination hu
    exact ⟨by linarith, by linarith, by linarith, by linarith, by linarith, by linarith⟩
  · rintro ⟨h0, h1, h2, hx, hy, hz⟩
    have s1 : x + 2 * g / k * (u 1 * u 2) = 0 := by linarith
    have s2 : y + 2 * g / k * (u 0 * u 2) = 0 := by linarith
    have s3 : z + 2 * g / k * (u 0 * u 1) = 0 := by linarith
    rw [s1, s2, s3, h0, h1, h2] at hid
    linear_combination hid

/-- For `q > 0` the trigonal points of size `q` are the four listed here. -/
theorem isTrigonal_iff {q x y z : ℝ} (hq : 0 < q) :
    IsTrigonal q x y z ↔ (x = -q ∧ y = -q ∧ z = -q) ∨ (x = -q ∧ y = q ∧ z = q) ∨
      (x = q ∧ y = -q ∧ z = q) ∨ (x = q ∧ y = q ∧ z = -q) := by
  have hc : 0 < q ^ 3 := by positivity
  unfold IsTrigonal
  constructor
  · rintro ⟨hx, hy, hz, h⟩
    rcases (abs_eq hq.le).mp hx with hx | hx <;> rcases (abs_eq hq.le).mp hy with hy | hy <;>
      rcases (abs_eq hq.le).mp hz with hz | hz <;> rw [hx, hy, hz] at h
    · exact absurd h (by nlinarith)
    · exact Or.inr (Or.inr (Or.inr ⟨hx, hy, hz⟩))
    · exact Or.inr (Or.inr (Or.inl ⟨hx, hy, hz⟩))
    · exact absurd h (by nlinarith)
    · exact Or.inr (Or.inl ⟨hx, hy, hz⟩)
    · exact absurd h (by nlinarith)
    · exact absurd h (by nlinarith)
    · exact Or.inl ⟨hx, hy, hz⟩
  · rintro (⟨hx, hy, hz⟩ | ⟨hx, hy, hz⟩ | ⟨hx, hy, hz⟩ | ⟨hx, hy, hz⟩) <;> rw [hx, hy, hz] <;>
      exact ⟨by simp [abs_of_pos hq], by simp [abs_of_pos hq], by simp [abs_of_pos hq],
        by nlinarith⟩

/-- At a trigonal point of size `q > 0` the product of two coordinates is `-q` times the third,
and each coordinate squares to `q²`. -/
theorem trigonal_products {q x y z : ℝ} (hq : 0 < q) (h : IsTrigonal q x y z) :
    (y * z = -q * x ∧ x * z = -q * y ∧ x * y = -q * z) ∧
      x ^ 2 = q ^ 2 ∧ y ^ 2 = q ^ 2 ∧ z ^ 2 = q ^ 2 := by
  rcases (isTrigonal_iff hq).mp h with
    ⟨hx, hy, hz⟩ | ⟨hx, hy, hz⟩ | ⟨hx, hy, hz⟩ | ⟨hx, hy, hz⟩ <;> rw [hx, hy, hz] <;>
    exact ⟨⟨by ring, by ring, by ring⟩, by ring, by ring, by ring⟩

/-- For `k, g > 0` the energy over all distortions and normalised real electronic states has the
global minimum `-2g²/(3k)`, reached exactly at the trigonal points of size `2g/(3k)`. -/
theorem trigonal_global_minimum {k g : ℝ} (hk : 0 < k) (hg : 0 < g) :
    (∀ x y z : ℝ, ∀ u : Fin 3 → ℝ, u ⬝ᵥ u = 1 →
      -(2 * g ^ 2 / (3 * k)) ≤ energy k g x y z u) ∧
    ∀ x y z : ℝ, (∃ u : Fin 3 → ℝ, u ⬝ᵥ u = 1 ∧
      energy k g x y z u = -(2 * g ^ 2 / (3 * k))) ↔ IsTrigonal (2 * g / (3 * k)) x y z := by
  have hq : 0 < 2 * g / (3 * k) := by positivity
  refine ⟨fun x y z u hu => ?_, fun x y z => ⟨?_, fun h => ?_⟩⟩
  · have hid := energy_complete_square hk.ne' g x y z hu
    have : 0 ≤ energy k g x y z u + 2 * g ^ 2 / (3 * k) := by rw [hid]; positivity
    linarith
  · rintro ⟨u, hu, hE⟩
    obtain ⟨h0, h1, h2, hx, hy, hz⟩ := (energy_eq_min_iff hk hg hu).mp hE
    have key : ∀ t a b : ℝ, a ^ 2 = 1 / 3 → b ^ 2 = 1 / 3 → t = -(2 * g / k * (a * b)) →
        |t| = 2 * g / (3 * k) := by
      intro t a b ha hb ht
      have h : t ^ 2 = (2 * g / (3 * k)) ^ 2 := by
        rw [ht, show 2 * g / (3 * k) = 2 * g / k / 3 by ring]
        linear_combination (2 * g / k) ^ 2 * b ^ 2 * ha + (2 * g / k) ^ 2 / 3 * hb
      have h' := (sq_eq_sq_iff_abs_eq_abs _ _).mp h
      rwa [abs_of_pos hq] at h'
    refine ⟨key x _ _ h1 h2 hx, key y _ _ h0 h2 hy, key z _ _ h0 h1 hz, ?_⟩
    have hp : x * y * z = -((2 * g / k) ^ 3 * (u 0 ^ 2 * u 1 ^ 2 * u 2 ^ 2)) := by
      rw [hx, hy, hz]; ring
    rw [hp, h0, h1, h2]
    have : 0 < (2 * g / k) ^ 3 * (1 / 3 * (1 / 3) * (1 / 3)) := by positivity
    linarith
  · obtain ⟨q, hqd⟩ : ∃ q, q = 2 * g / (3 * k) := ⟨_, rfl⟩
    rw [← hqd] at h hq
    have hg3 : 2 * g / k = 3 * q := by rw [hqd]; ring
    obtain ⟨⟨hyz, hxz, hxy⟩, hxx, hyy, hzz⟩ := trigonal_products hq h
    obtain ⟨c, hc⟩ : ∃ c : ℝ, c ^ 2 * q ^ 2 = 1 / 3 :=
      ⟨1 / (√3 * q), by
        rw [div_pow, mul_pow, Real.sq_sqrt (by norm_num)]
        field_simp⟩
    -- the electronic state points along the distortion
    have hu : ![c * x, c * y, c * z] ⬝ᵥ ![c * x, c * y, c * z] = 1 := by
      simp only [dotProduct, Fin.sum_univ_three]
      change c * x * (c * x) + c * y * (c * y) + c * z * (c * z) = 1
      linear_combination c ^ 2 * hxx + c ^ 2 * hyy + c ^ 2 * hzz + 3 * hc
    refine ⟨_, hu, (energy_eq_min_iff hk hg hu).mpr ⟨?_, ?_, ?_, ?_, ?_, ?_⟩⟩
    · change (c * x) ^ 2 = 1 / 3
      linear_combination c ^ 2 * hxx + hc
    · change (c * y) ^ 2 = 1 / 3
      linear_combination c ^ 2 * hyy + hc
    · change (c * z) ^ 2 = 1 / 3
      linear_combination c ^ 2 * hzz + hc
    · change x = -(2 * g / k * (c * y * (c * z)))
      linear_combination c ^ 2 * y * z * hg3 + 3 * q * c ^ 2 * hyz - 3 * x * hc
    · change y = -(2 * g / k * (c * x * (c * z)))
      linear_combination c ^ 2 * x * z * hg3 + 3 * q * c ^ 2 * hxz - 3 * y * hc
    · change z = -(2 * g / k * (c * x * (c * y)))
      linear_combination c ^ 2 * x * y * hg3 + 3 * q * c ^ 2 * hxy - 3 * z * hc

/-- For `k, g > 0`, the secular determinant at a trigonal point of size `2g/(3k)` has the simple
root `-2g²/(3k)` and the double root `4g²/(3k)`. -/
theorem secular_det_at_well {k g x y z : ℝ} (hk : 0 < k) (hg : 0 < g)
    (h : IsTrigonal (2 * g / (3 * k)) x y z) (E : ℝ) :
    (E • (1 : Matrix (Fin 3) (Fin 3) ℝ) - hamiltonian k g x y z).det =
      (E + 2 * g ^ 2 / (3 * k)) * (E - 4 * g ^ 2 / (3 * k)) ^ 2 := by
  obtain ⟨⟨hyz, _, _⟩, hxx, hyy, hzz⟩ := trigonal_products (by positivity) h
  have hr : x ^ 2 + y ^ 2 + z ^ 2 = 3 * (2 * g / (3 * k)) ^ 2 := by linarith
  have hp : x * y * z = -(2 * g / (3 * k)) ^ 3 := by
    linear_combination x * hyz - 2 * g / (3 * k) * hxx
  -- the secular cubic depends only on the radius and the product of the coordinates
  have hdet : (E • (1 : Matrix (Fin 3) (Fin 3) ℝ) - hamiltonian k g x y z).det =
      (E - k / 2 * (x ^ 2 + y ^ 2 + z ^ 2)) ^ 3
        - g ^ 2 * (x ^ 2 + y ^ 2 + z ^ 2) * (E - k / 2 * (x ^ 2 + y ^ 2 + z ^ 2))
        - 2 * g ^ 3 * (x * y * z) := by
    simp [hamiltonian, Matrix.det_fin_three]
    ring
  rw [hdet, hr, hp]
  field_simp
  ring

end

end JahnTellerTt2
```

```lean
#print axioms JahnTellerTt2.trigonal_global_minimum
#print axioms JahnTellerTt2.secular_det_at_well
```

```
'JahnTellerTt2.trigonal_global_minimum' depends on axioms: [propext, Classical.choice, Quot.sound]
'JahnTellerTt2.secular_det_at_well' depends on axioms: [propext, Classical.choice, Quot.sound]
```

## What the Lean statement says about the wells

`hamiltonian k g x y z` is the 3 × 3 real matrix H. A state is a function `u : Fin 3 → ℝ`, whose entries `u 0`, `u 1`, `u 2` are the amplitudes above, and `u ⬝ᵥ u = 1` is normalisation. `energy` is the quadratic form W. The coordinate x couples states 1 and 2, y couples 0 and 2, and z couples 0 and 1.

`IsTrigonal q x y z` says only that the three coordinates have magnitude `q` and a negative product. It doesn't mention energy, so the location of the minima isn't built into the definition.

The main theorem, `trigonal_global_minimum`, has two parts. First, every distortion and every normalised real state have energy at least −2g²/(3k). Second, for a given distortion, some normalised state has exactly this energy if and only if the distortion is trigonal of size 2g/(3k). Together with the list in `isTrigonal_iff`, this gives a minimum that is attained at exactly four points.

The hypothesis k > 0 stands for a harmonic restoring force that stabilises the undistorted geometry in the absence of coupling. The hypothesis g > 0 means that the coupling is present and fixes a sign convention: reversing all three coordinates has the same effect as reversing the sign of g.

The model has one t₂ mode, linear coupling and classical, static nuclei. It leaves out e modes, quadratic coupling, anharmonicity, spin–orbit coupling and tunnelling between the wells. Within this linear single-mode model, the result offers a check on a computed trigonal relaxation of a triply degenerate electronic state: the vertical gap at the well, 2g²/k, should be three times the stabilisation energy.

## From the square identity to the four points

`energy_eq` expands the matrix expression into W. `energy_complete_square` is the central identity. It writes g = kc to clear the denominators, and `linear_combination` then closes the goal with a suitable multiple of the normalisation condition, which does the work of the relation D = 2 − 6S.

`energy_eq_min_iff` treats equality. At the minimum energy, two non-negative groups of squares add up to zero, so each group is zero. Their prefactors are positive, and `eq_zero_of_sum_sq` then makes the individual terms vanish. Equal populations together with normalisation give 1/3 each. In the other direction, the stated values are substituted into the identity.

`isTrigonal_iff` goes through the eight sign combinations and rejects the four whose product is positive. `trigonal_products` reads off yz = −qx and its companions from the list.

In `trigonal_global_minimum`, the bound follows from the identity by `positivity`. For a state that reaches the minimum, the local statement `key` turns two populations of 1/3 into a coordinate of magnitude 2g/(3k), and `hp` computes the product xyz. For the converse, the proof picks c = 1/(√3 q), uses the state `![c * x, c * y, c * z]`, and verifies the six conditions of `energy_eq_min_iff`.

`secular_det_at_well` computes r² and xyz at a well as `hr` and `hp`, establishes the cubic for the determinant as `hdet`, and inserts the two values. The final `field_simp` and `ring` confirm the factorisation.

## Two electronic states instead of three

The same completion of squares, done here by hand only, gives the lowest energy when the electronic state is restricted to combinations of states 0 and 1. With u₂ = 0 and u₀² + u₁² = 1,

W = (k/2)[x² + y² + (z + (2g/k)u₀u₁)²] − (2g²/k)u₀²u₁²,

u₀²u₁² = 1/4 − (u₀² − u₁²)²/4.

The minimum is therefore −g²/(2k), reached at x = y = 0 and z = ±g/k with equal populations. This is three quarters of the trigonal stabilisation, so access to the third electronic state lowers the energy further.
